# Teleportation of a pure d-level state with trace-orthogonal unitaries

Alice holds a qubit in an unknown unit state $\psi=\alpha e_0+\beta e_1$ and shares the pair $\Phi=(e_0\otimes e_0+e_1\otimes e_1)/\sqrt2$ with Bob; if her two qubits are found in the state $\Phi$, Bob's qubit is left with the vector $\tfrac12(\alpha e_0+\beta e_1)$, which is $\psi$ after normalisation, and this outcome has probability $1/4$. The other three Bell vectors leave him with $\tfrac12Z\psi$, $\tfrac12X\psi$ and $\tfrac12XZ\psi$, and the Lean file below proves this together with its extension to $d$ levels.

```lean
import Mathlib

open Matrix
open scoped Kronecker

namespace QuantumTeleportation

noncomputable section

variable {n : Type*} [Fintype n]

/-- The amplitude `1/√d` of a maximally entangled pair of `d`-level systems, for `d ≥ 1`. -/
def amp (n : Type*) [Fintype n] : ℂ := (((√(Fintype.card n : ℝ))⁻¹ : ℝ) : ℂ)

/-- The product state of two systems. -/
def tensor {l m : Type*} (u : l → ℂ) (v : m → ℂ) : l × m → ℂ := fun p => u p.1 * v p.2

variable [DecidableEq n]

/-- The maximally entangled state `Φ = (1/√d) ∑ i, e_i ⊗ e_i`, for `d ≥ 1`. -/
def maxEnt (n : Type*) [Fintype n] [DecidableEq n] : n × n → ℂ :=
  fun p => if p.1 = p.2 then amp n else 0

/-- The generalised Bell vector `(I ⊗ M) Φ`. -/
def bell (M : Matrix n n ℂ) : n × n → ℂ := ((1 : Matrix n n ℂ) ⊗ₖ M) *ᵥ maxEnt n

/-- A family of `d²` matrices with `tr (M_j† M_k) = d δ_jk`. -/
def TraceOrthogonal (M : n × n → Matrix n n ℂ) : Prop :=
  ∀ j k, trace ((M j)ᴴ * M k) = if j = k then (Fintype.card n : ℂ) else 0

/-- The partial inner product of the Bell vector of `M`, on Alice's two systems, with the joint
vector `ψ ⊗ Φ`. If the Bell vector and `ψ` are unit vectors, this is Bob's unnormalised state after
Alice finds that Bell vector. -/
def bobState (M : Matrix n n ℂ) (ψ : n → ℂ) : n → ℂ :=
  fun c => ∑ p : n × n, star (bell M p) * tensor ψ (maxEnt n) (p.1, (p.2, c))

omit [DecidableEq n] in
/-- The amplitude `1/√d` is real and its square is `1/d`. -/
theorem amp_real_and_sq :
    star (amp n) = amp n ∧ amp n * amp n = (Fintype.card n : ℂ)⁻¹ := by
  constructor
  · exact Complex.conj_ofReal _
  · unfold amp
    rw [← Complex.ofReal_mul, ← mul_inv, Real.mul_self_sqrt (Nat.cast_nonneg _)]
    simp

/-- The amplitudes of a Bell vector are the entries of its matrix, transposed and
multiplied by `1/√d`. -/
theorem bell_apply (M : Matrix n n ℂ) (a b : n) : bell M (a, b) = amp n * M b a := by
  simp [bell, maxEnt, mulVec, dotProduct, Fintype.sum_prod_type, Matrix.one_apply, mul_comm]

/-- The overlap of two Bell vectors is the trace overlap `tr (M† N) / d` of their matrices. -/
theorem bell_inner (M N : Matrix n n ℂ) :
    star (bell M) ⬝ᵥ bell N = (Fintype.card n : ℂ)⁻¹ * trace (Mᴴ * N) := by
  simp only [dotProduct, Pi.star_apply, Fintype.sum_prod_type, bell_apply, trace,
    Matrix.diag_apply, Matrix.mul_apply, Matrix.conjTranspose_apply, Finset.mul_sum]
  refine Finset.sum_congr rfl fun a _ => Finset.sum_congr rfl fun b _ => ?_
  rw [star_mul', amp_real_and_sq.1]
  linear_combination (star (M b a) * N b a) * (amp_real_and_sq (n := n)).2

/-- A trace-orthogonal family of `d²` matrices is complete:
`∑ k, (M_k)_ba conj (M_k)_ca' = d δ_bc δ_aa'`. -/
theorem completeness (M : n × n → Matrix n n ℂ) (hM : TraceOrthogonal M) (b a c a' : n) :
    ∑ k, M k b a * star (M k c a') =
      if b = c ∧ a = a' then (Fintype.card n : ℂ) else 0 := by
  have hd : (Fintype.card n : ℂ) ≠ 0 := by
    have : Nonempty n := ⟨b⟩
    exact Nat.cast_ne_zero.mpr Fintype.card_ne_zero
  -- orthogonality: a square matrix has a left inverse
  have h1 : (Matrix.of fun (k p : n × n) => (Fintype.card n : ℂ)⁻¹ * star (M k p.1 p.2)) *
      (Matrix.of fun (p k : n × n) => M k p.1 p.2) = 1 := by
    ext j k
    have h : ∑ p : n × n, star (M j p.1 p.2) * M k p.1 p.2 =
        if j = k then (Fintype.card n : ℂ) else 0 := by
      rw [← hM j k]
      simp only [trace, Matrix.diag_apply, Matrix.mul_apply, Matrix.conjTranspose_apply,
        Fintype.sum_prod_type]
      exact Finset.sum_comm
    simp only [Matrix.mul_apply, Matrix.of_apply, mul_assoc, ← Finset.mul_sum, h,
      Matrix.one_apply]
    split_ifs <;> simp [hd]
  -- completeness: the left inverse is also a right inverse
  have h2 := congrArg (fun A => A (b, a) (c, a')) (mul_eq_one_comm.mp h1)
  simp only [Matrix.mul_apply, Matrix.of_apply, Matrix.one_apply, Prod.mk.injEq] at h2
  calc ∑ k, M k b a * star (M k c a')
      = (Fintype.card n : ℂ) *
          ∑ k, M k b a * ((Fintype.card n : ℂ)⁻¹ * star (M k c a')) := by
        rw [Finset.mul_sum]
        refine Finset.sum_congr rfl fun k _ => ?_
        rw [mul_left_comm (M k b a), mul_inv_cancel_left₀ hd]
    _ = _ := by
        rw [h2]
        split_ifs <;> simp

/-- Teleportation identity: for a trace-orthogonal family of `d²` matrices, `ψ ⊗ Φ` is, up to
reassociation, `(1/d) ∑ k, ((I ⊗ M_k) Φ) ⊗ (conj M_k) ψ`, with the entrywise conjugate. -/
theorem teleportation (M : n × n → Matrix n n ℂ) (hM : TraceOrthogonal M) (ψ : n → ℂ) :
    tensor ψ (maxEnt n) ∘ Equiv.prodAssoc n n n =
      (Fintype.card n : ℂ)⁻¹ • ∑ k, tensor (bell (M k)) ((M k).map star *ᵥ ψ) := by
  ext ⟨⟨a, b⟩, c⟩
  have hd : (Fintype.card n : ℂ) ≠ 0 := by
    have : Nonempty n := ⟨b⟩
    exact Nat.cast_ne_zero.mpr Fintype.card_ne_zero
  -- completeness collapses the sum over outcomes
  have key : ∑ k, amp n * M k b a * ∑ x, star (M k c x) * ψ x =
      if b = c then (Fintype.card n : ℂ) * (amp n * ψ a) else 0 := by
    calc _ = ∑ x, (∑ k, M k b a * star (M k c x)) * (amp n * ψ x) := by
          simp only [Finset.mul_sum, Finset.sum_mul]
          rw [Finset.sum_comm]
          refine Finset.sum_congr rfl fun x _ => Finset.sum_congr rfl fun k _ => ?_
          ring
      _ = _ := by
          simp only [completeness M hM]
          by_cases h : b = c <;> simp [h]
  simp only [Function.comp_apply, Equiv.prodAssoc_apply, tensor, maxEnt, Pi.smul_apply,
    Finset.sum_apply, bell_apply, smul_eq_mul, mulVec, dotProduct, Matrix.map_apply]
  rw [key]
  split_ifs
  · rw [inv_mul_cancel_left₀ hd, mul_comm]
  · simp

/-- For any `M`, the vector `bobState M ψ` is `(1/d) (conj M) ψ`, with the entrywise conjugate. -/
theorem bobState_eq (M : Matrix n n ℂ) (ψ : n → ℂ) :
    bobState M ψ = (Fintype.card n : ℂ)⁻¹ • (M.map star *ᵥ ψ) := by
  ext c
  simp only [bobState, Fintype.sum_prod_type, bell_apply, tensor, maxEnt, Pi.smul_apply,
    smul_eq_mul, mulVec, dotProduct, Matrix.map_apply, Finset.mul_sum]
  refine Finset.sum_congr rfl fun a _ => ?_
  simp only [mul_ite, mul_zero, Finset.sum_ite_eq', Finset.mem_univ, if_true]
  rw [star_mul', amp_real_and_sq.1]
  linear_combination (star (M c a) * ψ a) * (amp_real_and_sq (n := n)).2

/-- For unitary `M`, Bob recovers `ψ` from `(conj M) ψ` by applying the transpose of `M`. -/
theorem bob_correction (M : Matrix n n ℂ) (hM : M ∈ unitaryGroup n ℂ) (ψ : n → ℂ) :
    Mᵀ *ᵥ (M.map star *ᵥ ψ) = ψ := by
  have h : Mᴴ * M = 1 := mem_unitaryGroup_iff'.mp hM
  have h' : Mᵀ * M.map star = 1 := by
    have e : M.map star = Mᴴᵀ := rfl
    rw [e, ← Matrix.transpose_mul, h, Matrix.transpose_one]
  rw [Matrix.mulVec_mulVec, h', Matrix.one_mulVec]

/-- For unitary `M` and a unit vector `ψ`, Alice finds the Bell vector of `M` with
probability `1/d²`. -/
theorem outcome_probability (M : Matrix n n ℂ) (hM : M ∈ unitaryGroup n ℂ) (ψ : n → ℂ)
    (hψ : star ψ ⬝ᵥ ψ = 1) :
    star (bobState M ψ) ⬝ᵥ bobState M ψ = 1 / (Fintype.card n : ℂ) ^ 2 := by
  have e : (M.map star)ᴴ = Mᵀ := by
    ext i j
    simp [Matrix.conjTranspose_apply]
  -- the conjugate of a unitary preserves the norm
  have h : star (M.map star *ᵥ ψ) ⬝ᵥ (M.map star *ᵥ ψ) = 1 := by
    rw [Matrix.star_mulVec, ← Matrix.dotProduct_mulVec, e, bob_correction M hM, hψ]
  rw [bobState_eq, star_smul, smul_dotProduct, dotProduct_smul, h, star_inv₀, star_natCast]
  simp only [smul_eq_mul]
  ring

/-- The Pauli matrix `X`. -/
def pauliX : Matrix (Fin 2) (Fin 2) ℂ := !![0, 1; 1, 0]

/-- The Pauli matrix `Z`. -/
def pauliZ : Matrix (Fin 2) (Fin 2) ℂ := !![1, 0; 0, -1]

/-- The four matrices `X^i Z^j` with `i, j` in `{0, 1}`. -/
def pauli (p : Fin 2 × Fin 2) : Matrix (Fin 2) (Fin 2) ℂ :=
  pauliX ^ (p.1 : ℕ) * pauliZ ^ (p.2 : ℕ)

/-- The matrices `I, Z, X, XZ` are trace orthogonal and unitary. -/
theorem pauli_witness :
    TraceOrthogonal pauli ∧ ∀ k, pauli k ∈ unitaryGroup (Fin 2) ℂ := by
  constructor
  · rintro ⟨i, j⟩ ⟨k, l⟩
    fin_cases i <;> fin_cases j <;> fin_cases k <;> fin_cases l <;>
      simp [pauli, pauliX, pauliZ, Matrix.trace_fin_two, Matrix.mul_apply,
        Fin.sum_univ_succ] <;> norm_num
  · rintro ⟨i, j⟩
    rw [mem_unitaryGroup_iff', Matrix.star_eq_conjTranspose]
    ext a b
    fin_cases i <;> fin_cases j <;> fin_cases a <;> fin_cases b <;>
      simp [pauli, pauliX, pauliZ, Matrix.mul_apply, Fin.sum_univ_two, Matrix.one_apply]

/-- Qubit teleportation: up to reassociation, `ψ ⊗ Φ` is half the sum of the Bell vectors of
`I, Z, X, XZ`, each tensored with the same matrix applied to `ψ`, and the four Bell vectors are
orthonormal. -/
theorem qubit_teleportation (ψ : Fin 2 → ℂ) :
    tensor ψ (maxEnt (Fin 2)) ∘ Equiv.prodAssoc (Fin 2) (Fin 2) (Fin 2) =
      (2 : ℂ)⁻¹ • (tensor (bell 1) ψ + tensor (bell pauliZ) (pauliZ *ᵥ ψ) +
        (tensor (bell pauliX) (pauliX *ᵥ ψ) +
          tensor (bell (pauliX * pauliZ)) ((pauliX * pauliZ) *ᵥ ψ))) ∧
    ∀ j k, star (bell (pauli j)) ⬝ᵥ bell (pauli k) = if j = k then 1 else 0 := by
  constructor
  · have hreal : ∀ k, (pauli k).map star = pauli k := by
      rintro ⟨i, j⟩
      ext a b
      fin_cases i <;> fin_cases j <;> fin_cases a <;> fin_cases b <;>
        simp [pauli, pauliX, pauliZ, Matrix.mul_apply, Fin.sum_univ_two, Matrix.one_apply]
    have p00 : pauli (0, 0) = 1 := by simp [pauli]
    have p01 : pauli (0, 1) = pauliZ := by simp [pauli]
    have p10 : pauli (1, 0) = pauliX := by simp [pauli]
    have p11 : pauli (1, 1) = pauliX * pauliZ := by simp [pauli]
    have h := teleportation pauli pauli_witness.1 ψ
    simp only [hreal, Fintype.sum_prod_type, Fin.sum_univ_two, p00, p01, p10, p11,
      Matrix.one_mulVec, Fintype.card_fin, Nat.cast_ofNat] at h
    exact h
  · intro j k
    rw [bell_inner, pauli_witness.1 j k]
    split_ifs <;> simp

end

end QuantumTeleportation
```

```lean
#print axioms QuantumTeleportation.teleportation
#print axioms QuantumTeleportation.outcome_probability
#print axioms QuantumTeleportation.qubit_teleportation
```

```
'QuantumTeleportation.teleportation' depends on axioms: [propext, Classical.choice, Quot.sound]
'QuantumTeleportation.outcome_probability' depends on axioms: [propext, Classical.choice, Quot.sound]
'QuantumTeleportation.qubit_teleportation' depends on axioms: [propext, Classical.choice, Quot.sound]
```

## The four qubit outcomes

Write $B_M=(I\otimes M)\Phi$ and $e_{ab}=e_a\otimes e_b$. The four Bell vectors are

$$B_I=\tfrac{e_{00}+e_{11}}{\sqrt2},\quad B_Z=\tfrac{e_{00}-e_{11}}{\sqrt2},\quad B_X=\tfrac{e_{01}+e_{10}}{\sqrt2},\quad B_{XZ}=\tfrac{e_{01}-e_{10}}{\sqrt2}.$$

With Alice's two qubits grouped together, the joint state is

$$\psi\otimes\Phi=\tfrac1{\sqrt2}\left(\alpha\,e_{00}\otimes e_0+\alpha\,e_{01}\otimes e_1+\beta\,e_{10}\otimes e_0+\beta\,e_{11}\otimes e_1\right).$$

Now substitute $e_{00}=(B_I+B_Z)/\sqrt2$, $e_{11}=(B_I-B_Z)/\sqrt2$, $e_{01}=(B_X+B_{XZ})/\sqrt2$ and $e_{10}=(B_X-B_{XZ})/\sqrt2$, and collect terms:

$$\psi\otimes\Phi=\tfrac12\left(B_I\otimes\psi+B_Z\otimes Z\psi+B_X\otimes X\psi+B_{XZ}\otimes XZ\psi\right).$$

This is the first half of `qubit_teleportation`; the second half says that the four Bell vectors are orthonormal. The matrix $XZ$ equals $-iY$, so it agrees with the Pauli matrix $Y$ only up to a phase.

## What the theorems say for d levels

The basis labels form a finite type `n` with $d$ elements. A state is a function from labels to complex amplitudes, `tensor` multiplies amplitudes, and `maxEnt n` is $\Phi$, with amplitude $1/\sqrt d$ on equal labels. The name `bell M` is used for $(I\otimes M)\Phi$ with any matrix $M$, so such a vector need not be normalised or entangled.

The hypothesis `TraceOrthogonal M` concerns $d^2$ matrices $M_k$, labelled by pairs $k$, and demands $\operatorname{tr}(M_j^\dagger M_k)=d\,\delta_{jk}$. Physically, it says that the vectors $B_{M_k}$ are orthonormal and so describe a complete projective measurement on Alice's two systems. Under this hypothesis `teleportation` states

$$\psi\otimes\Phi=\frac1d\sum_k B_{M_k}\otimes\overline{M_k}\,\psi,$$

where the bar is the entrywise conjugate, `(M k).map star` in Lean. Composing with `Equiv.prodAssoc` only regroups the three labels of the joint vector, from Alice's input and the shared pair to Alice's two systems and Bob's one.

The vector `bobState M ψ` is the partial inner product of $B_M$, on Alice's systems, with $\psi\otimes\Phi$. When $B_M$ and $\psi$ are unit vectors, it is Bob's unnormalised state after Alice finds $B_M$, and its squared norm is the outcome probability by the Born rule; $B_M$ is a unit vector whenever $M$ is unitary. For unitary $M$ and a unit vector $\psi$, `outcome_probability` gives $1/d^2$, and Bob's normalised state is $\overline M\psi$. By `bob_correction`, the transpose $M^T$ turns this back into $\psi$.

Unitarity is a separate assumption. For $d\ge2$, the matrices with a single nonzero entry $\sqrt d$ are trace orthogonal, so the identity holds for them, but they are not invertible and Bob cannot recover $\psi$. Trace orthogonality alone is therefore not enough for recovery. The file exhibits a family with both properties for $d=2$, in `pauli_witness`; for other $d$ the family is supplied by the user of the theorem.

The identity underlies state transfer by teleportation, here for pure states of finite dimension, a perfect shared pair and an ideal measurement. The protocol also includes a classical message, which the formulas do not model: for $d\ge2$, Bob has to learn which $k$ occurred before he can choose $M_k^T$.

## Why the sum over outcomes collapses

Let $a$ label Alice's input, $b$ her half of the pair and $c$ Bob's half. The amplitudes of a Bell vector are

$$B_M(a,b)=\sum_{a',b'}\delta_{aa'}M_{bb'}\frac{\delta_{a'b'}}{\sqrt d}=\frac{M_{ba}}{\sqrt d},$$

and hence

$$\langle B_M,B_N\rangle=\frac1d\sum_{a,b}\overline{M_{ba}}\,N_{ba}=\frac1d\operatorname{tr}(M^\dagger N).$$

Next, collect the family in one $d^2\times d^2$ matrix $V$ with entries $V_{(b,a),k}=(M_k)_{ba}$. Trace orthogonality reads $\tfrac1dV^\dagger V=1$. Since $V$ is square, its left inverse is also a right inverse, so $\tfrac1dVV^\dagger=1$. In entries this is the completeness relation

$$\sum_k(M_k)_{ba}\,\overline{(M_k)_{ca'}}=d\,\delta_{bc}\,\delta_{aa'}.$$

The amplitude of the right-hand side of the teleportation identity at $(a,b,c)$ is then

$$\frac1d\sum_k\frac{(M_k)_{ba}}{\sqrt d}\sum_x\overline{(M_k)_{cx}}\,\psi_x=\frac1{d\sqrt d}\sum_x d\,\delta_{bc}\,\delta_{ax}\,\psi_x=\psi_a\frac{\delta_{bc}}{\sqrt d},$$

which is the amplitude of $\psi\otimes\Phi$.

For a single outcome, the projection gives

$$\sum_{a,b}\frac{\overline{M_{ba}}}{\sqrt d}\,\psi_a\frac{\delta_{bc}}{\sqrt d}=\frac1d\sum_a\overline{M_{ca}}\,\psi_a=\frac1d(\overline M\psi)_c.$$

If $M$ is unitary, $M^T\overline M=(M^\dagger M)^T=1$, which is Bob's correction. Since $M^T$ is also the adjoint of $\overline M$, the norm of $\overline M\psi$ equals that of $\psi$, and a unit vector gives probability $1/d^2$.

For qubits, $I,Z,X,XZ$ are unitary. The product $M_j^\dagger M_k$ of two different members is, up to sign, one of the traceless matrices $Z,X,XZ$, while $M_k^\dagger M_k=I$ has trace 2. The family is therefore trace orthogonal, and because its entries are real, $\overline{M_k}=M_k$.

## The same steps in Lean

`amp_real_and_sq` records that $1/\sqrt d$ is real with square $1/d$. `bell_apply` computes the Bell amplitudes, and `bell_inner` expands both sides of the overlap formula into double sums and compares them term by term; `linear_combination` inserts the square of the amplitude.

In `completeness`, `h1` is the equation $\tfrac1dV^\dagger V=1$. The lemma `mul_eq_one_comm` exchanges the factors, and `h2` reads off the entry at `(b, a)` and `(c, a')`. The closing `calc` moves the factor $d$ to the other side.

`teleportation` compares amplitudes at `((a, b), c)`. Its intermediate claim `key` exchanges the sums over $k$ and $x$ with `Finset.sum_comm` and applies `completeness`; the cases $b=c$ and $b\ne c$ finish the argument.

`bobState_eq` uses the Kronecker delta in $\Phi$ to remove the sum over $b$. `bob_correction` writes $\overline M$ as the transpose of $M^\dagger$ and transposes $M^\dagger M=1$. `outcome_probability` uses that correction to obtain the norm, then squares the factor $1/d$.

`pauli_witness` goes through the finitely many labels and entries with `fin_cases`. In `qubit_teleportation`, `hreal` removes the conjugation, four short equations identify the members of `pauli`, and the general identity becomes the four-term sum. Orthonormality follows from `bell_inner`.

## Conjugate, not adjoint

The star in a formula such as $B_M\otimes M^*\psi$ is easily read as the adjoint. For $I$, $Z$ and $X$ this makes no difference, since they are real and symmetric. But $(XZ)^\dagger=ZX=-XZ$, so the adjoint reverses the sign of the fourth term, and the identity fails for every nonzero $\psi$. A check of Bob's state for each outcome separately would miss the error, because there the sign is only a global phase.

For other families the confusion can change the physical state as well. For example, the cyclic shift of the basis for $d\ge3$ is real, so its conjugate is the same shift, whereas its adjoint shifts the other way.
